# Of the planar rotations by 2π/m with m ≥ 2, only the threefold one allows a nonzero in-plane piezoelectric tensor

Before computing the in-plane piezoelectric response of an insulating monolayer, one decides which strains to apply and which tensor components to extract. The rotation axis normal to the layer often settles this. With a twofold, fourfold or sixfold axis every component vanishes, and with a threefold axis two constants suffice. In a first-principles calculation this shortens the list of runs and exposes spurious components, as far as linear, purely in-plane response is concerned.

The response is $P_i=\sum_{jk}e_{ijk}\varepsilon_{jk}$, with strain-induced polarization $P$ and strain $\varepsilon$. The step from crystal to model is Neumann's principle, taken as given here: the tensor $e$ is invariant under the rotations of the crystal. Symmetry then says which constants may be nonzero, not how large they are. Mirror lines, which can remove a further constant, are left out.

## Tensors and rotations in the plane

```lean
import Mathlib

open Matrix

namespace PlanarPiezoelectricity

noncomputable section
```

Indices run over 0 and 1, as in Lean, so $e_{000}$ is the textbook $e_{111}$; the comments in the code use the textbook numbering. A tensor is any real function of three such indices.

```lean
/-- A real third-rank tensor `e i j k` on the plane; `i` is the electric index and
`j`, `k` are the strain indices. -/
abbrev PiezoTensor := Fin 2 → Fin 2 → Fin 2 → ℝ
```

Since $\varepsilon_{jk}=\varepsilon_{kj}$, only the part of $e$ symmetric in $jk$ contributes to $P$. This symmetry is a separate condition, $e_{ijk}=e_{ikj}$.

```lean
/-- Symmetry of the tensor in its two strain indices. -/
def StrainSymmetric (e : PiezoTensor) : Prop := ∀ i j k, e i j k = e i k j
```

The rotation $R$ by the angle $\theta$ is the usual counterclockwise matrix.

```lean
/-- The matrix of the rotation of the plane by the angle `θ`. -/
def rotation (θ : ℝ) : Matrix (Fin 2) (Fin 2) ℝ :=
  !![Real.cos θ, -Real.sin θ; Real.sin θ, Real.cos θ]
```

It acts on all three indices: $e'_{ijk}=\sum_{abc}R_{ia}R_{jb}R_{kc}\,e_{abc}$. Invariance means $e'=e$.

```lean
/-- The transformed tensor, with the matrix `R` acting on each of the three indices. -/
def transform (R : Matrix (Fin 2) (Fin 2) ℝ) (e : PiezoTensor) : PiezoTensor :=
  fun i j k => ∑ a, ∑ b, ∑ c, R i a * R j b * R k c * e a b c
```

## Circular amplitudes

Rotations become diagonal in the circular vectors. Write $\mathrm i$ for the imaginary unit and $c=(1,\mathrm i)$.

```lean
/-- The circular vector `(1, i)`. -/
def circ : Fin 2 → ℂ := ![1, Complex.I]
```

The opposite vector is $\bar c=(1,-\mathrm i)$. Both have length $\sqrt2$; the normalised vectors are $c/\sqrt2$ and $\bar c/\sqrt2$.

```lean
/-- The opposite circular vector `(1, -i)`. -/
def circBar : Fin 2 → ℂ := ![1, -Complex.I]
```

Contraction with three vectors gives $A(u,v,w)=\sum_{ijk}u_iv_jw_k\,e_{ijk}$, without complex conjugation. Normalised circular vectors would give amplitudes smaller by the factor $1/(2\sqrt2)$.

```lean
/-- The complex amplitude obtained by contracting the tensor with three vectors. -/
def amplitude (e : PiezoTensor) (u v w : Fin 2 → ℂ) : ℂ :=
  ∑ i, ∑ j, ∑ k, u i * v j * w k * (e i j k : ℂ)
```

The candidate for the threefold axis has two constants $a$ and $b$, and gives
$$P_0=a(\varepsilon_{00}-\varepsilon_{11})-2b\,\varepsilon_{01},\qquad P_1=-b(\varepsilon_{00}-\varepsilon_{11})-2a\,\varepsilon_{01}.$$

```lean
/-- The tensor with two constants `a = e₁₁₁ = -e₁₂₂ = -e₂₁₂ = -e₂₂₁` and
`b = e₂₂₂ = -e₂₁₁ = -e₁₂₁ = -e₁₁₂`. -/
def trigonal (a b : ℝ) : PiezoTensor :=
  ![![![a, -b], ![-b, -a]], ![![-b, -a], ![-a, b]]]
```

Let $z=e^{\mathrm i\theta}$. Then
$$\sum_i c_iR_{i0}=\cos\theta+\mathrm i\sin\theta=z,\qquad \sum_i c_iR_{i1}=-\sin\theta+\mathrm i\cos\theta=\mathrm i z,$$
so $cR=zc$. Conjugation gives $\bar cR=z^{-1}\bar c$. The proof checks both components; those with index 1 use $\mathrm i^2=-1$, supplied by `Complex.I_sq`.

```lean
/-- The circular vectors are eigenvectors of a rotation by `θ`, acting from the right,
with phases `exp(iθ)` and `exp(-iθ)`. -/
theorem circ_rotation (θ : ℝ) : ∀ a,
    ∑ i, circ i * (rotation θ i a : ℂ) = Complex.exp (θ * Complex.I) * circ a ∧
    ∑ i, circBar i * (rotation θ i a : ℂ) = Complex.exp (-(θ * Complex.I)) * circBar a := by
  have h1 : Complex.exp (θ * Complex.I) = Complex.cos θ + Complex.sin θ * Complex.I :=
    Complex.exp_mul_I _
  have h2 : Complex.exp (-(θ * Complex.I)) = Complex.cos θ - Complex.sin θ * Complex.I := by
    rw [← neg_mul, Complex.exp_mul_I, Complex.cos_neg, Complex.sin_neg]; ring
  have r00 : rotation θ 0 0 = Real.cos θ := by simp [rotation]
  have r01 : rotation θ 0 1 = -Real.sin θ := by simp [rotation]
  have r10 : rotation θ 1 0 = Real.sin θ := by simp [rotation]
  have r11 : rotation θ 1 1 = Real.cos θ := by simp [rotation]
  have p0 : circ 0 = 1 := rfl
  have p1 : circ 1 = Complex.I := rfl
  have q0 : circBar 0 = 1 := rfl
  have q1 : circBar 1 = -Complex.I := rfl
  simp only [Fin.forall_fin_two, Fin.sum_univ_two, h1, h2, r00, r01, r10, r11, p0, p1, q0, q1,
    Complex.ofReal_neg, Complex.ofReal_cos, Complex.ofReal_sin]
  refine ⟨⟨by ring, by ring⟩, ?_, ?_⟩
  · linear_combination (-Complex.sin θ) * Complex.I_sq
  · linear_combination (-Complex.sin θ) * Complex.I_sq
```

For vectors with $uR=pu$, $vR=qv$ and $wR=rw$, the amplitude $A'$ of the transformed tensor $e'$ follows by moving the matrices from the tensor onto the vectors:
$$A'(u,v,w)=\sum_{abc}(uR)_a(vR)_b(wR)_c\,e_{abc}=pqr\,A(u,v,w).$$
The first equality is `key` in the proof.

```lean
/-- If three vectors are eigenvectors of `R` acting from the right, the amplitude of the
transformed tensor is the old one times the product of the three eigenvalues. -/
theorem amplitude_transform (R : Matrix (Fin 2) (Fin 2) ℝ) (e : PiezoTensor)
    {u v w : Fin 2 → ℂ} {p q r : ℂ} (hu : ∀ a, ∑ i, u i * (R i a : ℂ) = p * u a)
    (hv : ∀ a, ∑ i, v i * (R i a : ℂ) = q * v a)
    (hw : ∀ a, ∑ i, w i * (R i a : ℂ) = r * w a) :
    amplitude (transform R e) u v w = p * q * r * amplitude e u v w := by
  -- move the matrices from the tensor onto the vectors
  have key : amplitude (transform R e) u v w = ∑ a, ∑ b, ∑ c,
      (∑ i, u i * (R i a : ℂ)) * (∑ i, v i * (R i b : ℂ)) * (∑ i, w i * (R i c : ℂ))
        * (e a b c : ℂ) := by
    simp only [amplitude, transform, Fin.sum_univ_two]
    push_cast
    ring
  rw [key]
  simp only [hu, hv, hw]
  simp only [amplitude, Fin.sum_univ_two]
  ring
```

Define $A_3=A(c,c,c)$, $A_1=A(\bar c,c,c)$ and $A_2=A(c,c,\bar c)$. Their phase factors are $z^3$, $z^{-1}zz=z$ and $zzz^{-1}=z$.

```lean
/-- Under rotation by `θ` one circular amplitude acquires the phase `exp(iθ)³` and two
others acquire the phase `exp(iθ)`. -/
theorem amplitude_rotation (θ : ℝ) (e : PiezoTensor) :
    amplitude (transform (rotation θ) e) circ circ circ
      = Complex.exp (θ * Complex.I) ^ 3 * amplitude e circ circ circ ∧
    amplitude (transform (rotation θ) e) circBar circ circ
      = Complex.exp (θ * Complex.I) * amplitude e circBar circ circ ∧
    amplitude (transform (rotation θ) e) circ circ circBar
      = Complex.exp (θ * Complex.I) * amplitude e circ circ circBar := by
  have hp := fun a => (circ_rotation θ a).1
  have hm := fun a => (circ_rotation θ a).2
  have h : Complex.exp (-(θ * Complex.I)) * Complex.exp (θ * Complex.I) = 1 := by
    rw [← Complex.exp_add, neg_add_cancel, Complex.exp_zero]
  refine ⟨?_, ?_, ?_⟩
  · rw [amplitude_transform _ e hp hp hp]; ring
  · rw [amplitude_transform _ e hm hp hp]
    linear_combination (Complex.exp (θ * Complex.I) * amplitude e circBar circ circ) * h
  · rw [amplitude_transform _ e hp hp hm]
    linear_combination (Complex.exp (θ * Complex.I) * amplitude e circ circ circBar) * h
```

Multiplying out the contractions gives
$$\begin{aligned}
A_3&=e_{000}-e_{011}-e_{101}-e_{110}+\mathrm i(e_{001}+e_{010}+e_{100}-e_{111}),\\
A_1&=e_{000}-e_{011}+e_{101}+e_{110}+\mathrm i(e_{001}+e_{010}-e_{100}+e_{111}),\\
A_2&=e_{000}+e_{011}+e_{101}-e_{110}+\mathrm i(-e_{001}+e_{010}+e_{100}+e_{111}).
\end{aligned}$$

```lean
/-- Real and imaginary parts of the three circular amplitudes in Cartesian components. -/
theorem amplitude_re_im (e : PiezoTensor) :
    (amplitude e circ circ circ).re = e 0 0 0 - e 0 1 1 - e 1 0 1 - e 1 1 0 ∧
    (amplitude e circ circ circ).im = e 0 0 1 + e 0 1 0 + e 1 0 0 - e 1 1 1 ∧
    (amplitude e circBar circ circ).re = e 0 0 0 - e 0 1 1 + e 1 0 1 + e 1 1 0 ∧
    (amplitude e circBar circ circ).im = e 0 0 1 + e 0 1 0 - e 1 0 0 + e 1 1 1 ∧
    (amplitude e circ circ circBar).re = e 0 0 0 + e 0 1 1 + e 1 0 1 - e 1 1 0 ∧
    (amplitude e circ circ circBar).im = -e 0 0 1 + e 0 1 0 + e 1 0 0 + e 1 1 1 := by
  have p0 : circ 0 = 1 := rfl
  have p1 : circ 1 = Complex.I := rfl
  have q0 : circBar 0 = 1 := rfl
  have q1 : circBar 1 = -Complex.I := rfl
  refine ⟨?_, ?_, ?_, ?_, ?_, ?_⟩ <;>
  · simp only [amplitude, Fin.sum_univ_two, p0, p1, q0, q1, Complex.add_re, Complex.add_im,
      Complex.mul_re, Complex.mul_im, Complex.neg_re, Complex.neg_im, Complex.I_re, Complex.I_im,
      Complex.one_re, Complex.one_im, Complex.ofReal_re, Complex.ofReal_im]
    ring
```

With $e_{001}=e_{010}$ and $e_{101}=e_{110}$ there are six real unknowns and six real equations. Writing $A_n=x_n+\mathrm i y_n$, the solution is
$$\begin{aligned}
e_{000}&=\tfrac14(x_3+x_1+2x_2), & e_{011}&=\tfrac14(2x_2-x_1-x_3), & e_{101}&=\tfrac14(x_1-x_3),\\
e_{111}&=\tfrac14(2y_2-y_3+y_1), & e_{100}&=\tfrac14(2y_2+y_3-y_1), & e_{001}&=\tfrac14(y_3+y_1).
\end{aligned}$$
Equal amplitudes therefore mean equal tensors; `linarith` does this elimination.

Without the symmetry of $e$ this fails. Take $e_{000}=e_{011}=e_{110}=1$, $e_{101}=-1$ and all other components zero. All three amplitudes vanish, as they do for the zero tensor, yet $e\neq0$.

```lean
/-- Two tensors symmetric in the strain indices coincide if their three circular
amplitudes agree. -/
theorem eq_of_amplitudes {e f : PiezoTensor} (he : StrainSymmetric e) (hf : StrainSymmetric f)
    (h3 : amplitude e circ circ circ = amplitude f circ circ circ)
    (h1 : amplitude e circBar circ circ = amplitude f circBar circ circ)
    (h2 : amplitude e circ circ circBar = amplitude f circ circ circBar) : e = f := by
  obtain ⟨a1, a2, a3, a4, a5, a6⟩ := amplitude_re_im e
  obtain ⟨b1, b2, b3, b4, b5, b6⟩ := amplitude_re_im f
  rw [h3] at a1 a2
  rw [h1] at a3 a4
  rw [h2] at a5 a6
  have s1 := he 0 0 1
  have s2 := he 1 0 1
  have t1 := hf 0 0 1
  have t2 := hf 1 0 1
  have h : ∀ i j k, e i j k = f i j k := by
    simp only [Fin.forall_fin_two]
    refine ⟨⟨⟨?_, ?_⟩, ?_, ?_⟩, ⟨?_, ?_⟩, ?_, ?_⟩ <;> linarith
  funext i j k
  exact h i j k
```

## Which tensors are invariant

If $e'=e$, then $(z^3-1)A_3=0$ and $(z-1)A_1=(z-1)A_2=0$, so in each product one factor vanishes; this is `fixed` in the proof. Conversely, if these equations hold, $e'$ and $e$ have the same amplitudes. Since $e'$ is again symmetric in $jk$, the preceding result gives $e'=e$.

```lean
/-- A tensor symmetric in the strain indices is invariant under rotation by `θ` iff each
of its circular amplitudes vanishes or has unit phase factor. -/
theorem invariant_iff (θ : ℝ) {e : PiezoTensor} (he : StrainSymmetric e) :
    transform (rotation θ) e = e ↔
      (Complex.exp (θ * Complex.I) ^ 3 = 1 ∨ amplitude e circ circ circ = 0) ∧
      (Complex.exp (θ * Complex.I) = 1 ∨
        (amplitude e circBar circ circ = 0 ∧ amplitude e circ circ circBar = 0)) := by
  obtain ⟨h3, h1, h2⟩ := amplitude_rotation θ e
  have fixed : ∀ z A : ℂ, A = z * A → z = 1 ∨ A = 0 := by
    intro z A h
    have h' : (z - 1) * A = 0 := by linear_combination -h
    exact (mul_eq_zero.1 h').imp_left sub_eq_zero.1
  constructor
  · intro h
    rw [h] at h3 h1 h2
    refine ⟨fixed _ _ h3, ?_⟩
    by_cases hz : Complex.exp (θ * Complex.I) = 1
    · exact Or.inl hz
    · exact Or.inr ⟨(fixed _ _ h1).resolve_left hz, (fixed _ _ h2).resolve_left hz⟩
  · rintro ⟨c3, c1⟩
    have hs : StrainSymmetric (transform (rotation θ) e) := by
      intro i j k
      simp only [transform, Fin.sum_univ_two, he 0 1 0, he 1 1 0]
      ring
    apply eq_of_amplitudes hs he
    · rw [h3]
      rcases c3 with c | c
      · rw [c, one_mul]
      · rw [c, mul_zero]
    · rw [h1]
      rcases c1 with c | c
      · rw [c, one_mul]
      · rw [c.1, mul_zero]
    · rw [h2]
      rcases c1 with c | c
      · rw [c, one_mul]
      · rw [c.2, mul_zero]
```

Suppose $A_1=A_2=0$. The real parts give $e_{011}=-e_{000}$ and $e_{101}=-\tfrac12(e_{000}-e_{011})=-e_{000}$. The imaginary parts give $e_{100}=-e_{111}$ and $e_{001}=\tfrac12(e_{100}-e_{111})=-e_{111}$. This is the trigonal form with $a=e_{000}$ and $b=e_{111}$. Substituting that form back makes both amplitudes vanish.

```lean
/-- For a tensor symmetric in the strain indices, the two amplitudes with phase `exp(iθ)`
vanish iff the tensor has the trigonal form. -/
theorem trigonal_iff {e : PiezoTensor} (he : StrainSymmetric e) :
    (amplitude e circBar circ circ = 0 ∧ amplitude e circ circ circBar = 0) ↔
      e = trigonal (e 0 0 0) (e 1 1 1) := by
  obtain ⟨-, -, a3, a4, a5, a6⟩ := amplitude_re_im e
  have s1 := he 0 0 1
  have s2 := he 1 0 1
  constructor
  · rintro ⟨h1, h2⟩
    rw [h1] at a3 a4
    rw [h2] at a5 a6
    simp only [Complex.zero_re, Complex.zero_im] at a3 a4 a5 a6
    have c001 : e 0 0 1 = -e 1 1 1 := by linarith
    have c010 : e 0 1 0 = -e 1 1 1 := by linarith
    have c011 : e 0 1 1 = -e 0 0 0 := by linarith
    have c100 : e 1 0 0 = -e 1 1 1 := by linarith
    have c101 : e 1 0 1 = -e 0 0 0 := by linarith
    have c110 : e 1 1 0 = -e 0 0 0 := by linarith
    have h : ∀ i j k, e i j k = trigonal (e 0 0 0) (e 1 1 1) i j k := by
      simp only [Fin.forall_fin_two]
      exact ⟨⟨⟨rfl, c001⟩, c010, c011⟩, ⟨c100, c101⟩, c110, rfl⟩
    funext i j k
    exact h i j k
  · intro h
    have c001 : e 0 0 1 = -e 1 1 1 := congrFun (congrFun (congrFun h 0) 0) 1
    have c011 : e 0 1 1 = -e 0 0 0 := congrFun (congrFun (congrFun h 0) 1) 1
    have c100 : e 1 0 0 = -e 1 1 1 := congrFun (congrFun (congrFun h 1) 0) 0
    have c101 : e 1 0 1 = -e 0 0 0 := congrFun (congrFun (congrFun h 1) 0) 1
    constructor <;> apply Complex.ext <;>
      simp only [Complex.zero_re, Complex.zero_im] <;> linarith
```

If $z^3\neq1$, then $z\neq1$ too, so an invariant tensor has $A_3=A_1=A_2=0$ and is zero. If $z^3=1$, the trigonal tensor with $a=1$, $b=0$ is nonzero and invariant. This settles every real angle $\theta$.

```lean
/-- A nonzero planar tensor symmetric in the strain indices and invariant under rotation
by `θ` exists iff `exp(iθ)³ = 1`. -/
theorem exists_invariant_iff (θ : ℝ) :
    (∃ e : PiezoTensor, e ≠ 0 ∧ StrainSymmetric e ∧ transform (rotation θ) e = e) ↔
      Complex.exp (θ * Complex.I) ^ 3 = 1 := by
  constructor
  · rintro ⟨e, h0, hs, hinv⟩
    by_contra hz
    obtain ⟨h3, h1⟩ := (invariant_iff θ hs).1 hinv
    have hz1 : Complex.exp (θ * Complex.I) ≠ 1 := fun h => hz (by rw [h, one_pow])
    obtain ⟨ha, hb⟩ := h1.resolve_left hz1
    have z0 : ∀ u v w, amplitude 0 u v w = 0 := by
      intro u v w
      simp [amplitude]
    -- all amplitudes vanish, hence so does the tensor
    exact h0 (eq_of_amplitudes hs (fun _ _ _ => rfl) (by rw [h3.resolve_left hz, z0])
      (by rw [ha, z0]) (by rw [hb, z0]))
  · intro h
    have hs : StrainSymmetric (trigonal 1 0) := by
      simp [StrainSymmetric, Fin.forall_fin_two, trigonal]
    refine ⟨trigonal 1 0, ?_, hs, (invariant_iff θ hs).2 ⟨Or.inl h, Or.inr ?_⟩⟩
    · intro h0
      have h1 : (1 : ℝ) = 0 := congrFun (congrFun (congrFun h0 0) 0) 0
      exact one_ne_zero h1
    · exact (trigonal_iff hs).2 rfl
```

## The order of the axis

For $\theta=2\pi/m$ the condition $z^3=1$ reads $6\pi\mathrm i/m=2\pi\mathrm i\,n$ for some integer $n$, that is, $3=nm$. As 3 is prime, $m=1$ or $m=3$. For $m=1$ the rotation is a full turn and restricts nothing.

In words, the theorem says that for a natural number $m>0$, a real tensor that is nonzero, symmetric in its strain indices and unchanged by the rotation through $2\pi/m$ exists exactly when $m$ is 1 or 3. The hypothesis `hm` excludes $m=0$, where Lean's division by zero would give the angle 0.

```lean
/-- For a positive integer `m`, a nonzero planar tensor symmetric in the strain indices and
invariant under rotation by `2π/m` exists iff `m = 1` or `m = 3`. -/
theorem planar_piezoelectricity_iff (m : ℕ) (hm : 0 < m) :
    (∃ e : PiezoTensor, e ≠ 0 ∧ StrainSymmetric e ∧
      transform (rotation (2 * Real.pi / m)) e = e) ↔ m = 1 ∨ m = 3 := by
  rw [exists_invariant_iff, ← Complex.exp_nat_mul, Complex.exp_eq_one_iff]
  constructor
  · rintro ⟨n, h⟩
    have hm' : (m : ℂ) ≠ 0 := Nat.cast_ne_zero.2 hm.ne'
    have hX : ((2 * Real.pi / m : ℝ) : ℂ) * m = 2 * Real.pi := by
      push_cast
      exact div_mul_cancel₀ _ hm'
    simp only [Nat.cast_ofNat] at h
    -- three rotations make `n` full turns, so `m` divides 3
    have h3 : (3 : ℂ) = n * m := by
      apply mul_right_cancel₀ Complex.two_pi_I_ne_zero
      linear_combination (m : ℂ) * h - 3 * Complex.I * hX
    have h4 : (3 : ℤ) = n * m := by exact_mod_cast h3
    have h5 : m ∣ 3 := Int.natCast_dvd_natCast.1 ⟨n, by push_cast; linear_combination h4⟩
    exact (Nat.dvd_prime Nat.prime_three).1 h5
  · rintro (rfl | rfl)
    · exact ⟨3, by push_cast; ring⟩
    · exact ⟨1, by push_cast; ring⟩
```

For the threefold axis, $z^3=1$ leaves $A_3$ free. But $z\neq1$, since $z=1$ would require $1=3n$ with an integer $n$. Invariance therefore reduces to $A_1=A_2=0$, which is the trigonal form. The two constants to compute are $e_{000}$ and $e_{111}$, and any values of them are compatible with the rotation.

```lean
/-- A planar tensor symmetric in the strain indices is invariant under the threefold
rotation iff it has the trigonal form, with constants `e₁₁₁` and `e₂₂₂`. -/
theorem threefold_iff {e : PiezoTensor} (he : StrainSymmetric e) :
    transform (rotation (2 * Real.pi / 3)) e = e ↔ e = trigonal (e 0 0 0) (e 1 1 1) := by
  have hz3 : Complex.exp ((2 * Real.pi / 3 : ℝ) * Complex.I) ^ 3 = 1 := by
    rw [← Complex.exp_nat_mul, Complex.exp_eq_one_iff]
    exact ⟨1, by push_cast; ring⟩
  have hz : Complex.exp ((2 * Real.pi / 3 : ℝ) * Complex.I) ≠ 1 := by
    intro h
    obtain ⟨n, hn⟩ := Complex.exp_eq_one_iff.1 h
    push_cast at hn
    have h1 : (1 : ℂ) = 3 * n := by
      apply mul_right_cancel₀ Complex.two_pi_I_ne_zero
      linear_combination 3 * hn
    have h2 : (1 : ℤ) = 3 * n := by exact_mod_cast h1
    omega
  rw [invariant_iff _ he, ← trigonal_iff he]
  exact ⟨fun h => h.2.resolve_left hz, fun h => ⟨Or.inl hz3, Or.inr h⟩⟩

end

end PlanarPiezoelectricity
```

```lean
#print axioms PlanarPiezoelectricity.planar_piezoelectricity_iff
#print axioms PlanarPiezoelectricity.threefold_iff
```

```
'PlanarPiezoelectricity.planar_piezoelectricity_iff' depends on axioms: [propext, Classical.choice, Quot.sound]
'PlanarPiezoelectricity.threefold_iff' depends on axioms: [propext, Classical.choice, Quot.sound]
```
